# Jaynes–Cummings polariton driven weakly and resonantly through the cavity, with cavity loss only: $g^{(2)}(0)<\tfrac94(\kappa/g)^2$ to leading order in the drive

Take one cavity mode and one two-level atom of the same frequency, coupled with strength $g>0$, and neglect loss for the moment. Let $\Delta$ be their common frequency minus the frequency of a weak drive on the cavity, with $\hbar=1$. At $\Delta=g$ the blocks of the Hamiltonian with one and with two excitations are

$$\begin{pmatrix} g & g\\ g & g\end{pmatrix},\qquad \begin{pmatrix} 2g & \sqrt2\,g\\ \sqrt2\,g & 2g\end{pmatrix}.$$

The first has determinant $0$, so a single excitation is resonant with the drive. The second has determinant $4g^2-2g^2=2g^2\neq0$, so a second excitation is not. Resonance there would take a coupling of $2g$, and the actual coupling is only $\sqrt2\,g$. The drive excites the one-excitation polariton resonantly and is off resonance for the next step, which suppresses photon pairs when the loss is small. Cavity loss at rate $\kappa>0$ keeps the resonant amplitude finite, and the ratio $\kappa/g$ then sets how strong the suppression is.

```lean
import Mathlib

open Matrix Filter Topology

namespace PolaritonBlockade

noncomputable section
```

## The lossy Hamiltonian, block by block

Write $|n,\downarrow\rangle$ and $|n,\uparrow\rangle$ for $n$ photons with the atom down or up. In the frame of the drive, the effective Hamiltonian is

$$H=\Delta(a^\dagger a+\sigma_+\sigma_-)+g(a^\dagger\sigma_-+a\sigma_+)-\tfrac{i\kappa}{2}a^\dagger a+\varepsilon a^\dagger+\varepsilon^* a .$$

Here $a$ removes a photon, $\sigma_-$ lowers the atom, $\sigma_+$ raises it, and $\varepsilon$ is the complex drive amplitude. The non-Hermitian term stands for photons leaking out of the cavity: each photon contributes $\kappa/2$ to the decay of the amplitude. The atom itself doesn't decay.

Without the drive, $H$ conserves the number of excitations. On $|1,\downarrow\rangle,|0,\uparrow\rangle$ it acts as follows.

```lean
/-- One-excitation block of the lossy Jaynes-Cummings Hamiltonian in the basis
(one photon, atom down), (no photon, atom up), at detuning `Δ` from the drive. -/
def oneBlock (Δ g κ : ℝ) : Matrix (Fin 2) (Fin 2) ℂ :=
  !![(Δ : ℂ) - Complex.I * κ / 2, (g : ℂ); (g : ℂ), (Δ : ℂ)]
```

On $|2,\downarrow\rangle,|1,\uparrow\rangle$ the photon losses are $\kappa$ and $\kappa/2$, and the coupling is $\sqrt2\,g$ because $a^\dagger|1\rangle=\sqrt2\,|2\rangle$.

```lean
/-- Two-excitation block of the same Hamiltonian in the basis
(two photons, atom down), (one photon, atom up). -/
def twoBlock (Δ g κ : ℝ) : Matrix (Fin 2) (Fin 2) ℂ :=
  !![2 * (Δ : ℂ) - Complex.I * κ, ((√2 : ℝ) : ℂ) * g;
     ((√2 : ℝ) : ℂ) * g, 2 * (Δ : ℂ) - Complex.I * κ / 2]
```

## Stationary amplitudes under weak drive

Expand the state about the vacuum, whose amplitude is set to one:

$$|\psi\rangle=|0,\downarrow\rangle+c_0|1,\downarrow\rangle+c_1|0,\uparrow\rangle+d_0|2,\downarrow\rangle+d_1|1,\uparrow\rangle+\dots$$

The amplitudes $c$ are of order $\varepsilon$ and the amplitudes $d$ of order $\varepsilon^2$. At leading order, stationarity means that each block applied to its amplitudes cancels what the drive feeds in from the level below. From the vacuum this is $\varepsilon(1,0)$; from one excitation it is $\varepsilon(\sqrt2\,c_0,c_1)$.

The structure `IsSteady` records these two equations. Its vectors have type `Fin 2 → ℂ`, with entries numbered 0 and 1, and `*ᵥ` is matrix times vector. The equations are the starting point of the formal development, which does not derive them from a master equation.

```lean
/-- Stationary amplitudes `c` (one excitation) and `d` (two excitations), to leading order
in the drive `ε`: each block is fed by the drive from the level below. -/
structure IsSteady (Δ g κ : ℝ) (ε : ℂ) (c d : Fin 2 → ℂ) : Prop where
  one : oneBlock Δ g κ *ᵥ c = ![-ε, 0]
  two : twoBlock Δ g κ *ᵥ d = ![-ε * (((√2 : ℝ) : ℂ) * c 0), -ε * c 1]
```

The equal-time correlation is $g^{(2)}(0)=\langle a^\dagger a^\dagger aa\rangle/\langle a^\dagger a\rangle^2$. At leading order the numerator is $2|d_0|^2$ and the mean photon number is $|c_0|^2$; normalising $|\psi\rangle$ changes only higher orders. The definition takes this leading-order ratio.

```lean
/-- Equal-time photon correlation `g²(0)` to leading order in the drive. -/
def photonCorrelation (c d : Fin 2 → ℂ) : ℝ := 2 * ‖d 0‖ ^ 2 / ‖c 0‖ ^ 4
```

Each matrix equation is a pair of scalar equations, and the next lemma makes that translation for both blocks.

```lean
/-- A two-by-two linear system written out in components. -/
private theorem mulVec_two (a b c d p q : ℂ) (x : Fin 2 → ℂ) :
    !![a, b; c, d] *ᵥ x = ![p, q] ↔
      a * x 0 + b * x 1 = p ∧ c * x 0 + d * x 1 = q := by
  simp [funext_iff, Fin.forall_fin_two, dotProduct, Fin.sum_univ_two]
```

## The resonance at $\Delta=\pm g$

For $\kappa=0$ the one-excitation determinant is $\Delta^2-g^2$, which vanishes exactly when $\Delta=g$ or $\Delta=-g$. At $\Delta=g$ the null vector, normalised, is the polariton $(|1,\downarrow\rangle-|0,\uparrow\rangle)/\sqrt2$.

```lean
/-- Without loss, the one-excitation block is singular exactly at the detunings `±g`. -/
theorem polariton_resonance (Δ g : ℝ) :
    (oneBlock Δ g 0).det = 0 ↔ Δ = g ∨ Δ = -g := by
  have h : (oneBlock Δ g 0).det = ((Δ ^ 2 - g ^ 2 : ℝ) : ℂ) := by
    rw [oneBlock, Matrix.det_fin_two_of]
    push_cast
    ring
  rw [h, Complex.ofReal_eq_zero, sub_eq_zero, sq_eq_sq_iff_eq_or_eq_neg]
```

## One excitation: opposite amplitudes

With loss restored and $\Delta=g$, the equations read

$$(g-\tfrac{i\kappa}{2})c_0+g c_1=-\varepsilon,\qquad g c_0+g c_1=0 .$$

The second gives $c_1=-c_0$. Subtracting it from the first leaves $-\tfrac{i\kappa}{2}c_0=-\varepsilon$, and multiplication by $2i$ gives $\kappa c_0=-2i\varepsilon$. Hence

$$c_0=-\frac{2i\varepsilon}{\kappa},\qquad c_1=-c_0 .$$

Weak drive therefore means $|\varepsilon|\ll\kappa$.

The theorem is an equivalence: these values solve the system, and nothing else does. In the proof, `linear_combination` is given the multipliers used by hand, such as `2 * Complex.I * (h0 - h1)`, and `Complex.I_sq` supplies $i^2=-1$.

```lean
/-- At detuning `g` the one-excitation amplitudes are fixed uniquely: they are opposite,
and the photon amplitude is `-2iε/κ`. -/
theorem one_excitation_iff {g κ : ℝ} (hg : 0 < g) (hκ : 0 < κ) (ε : ℂ) (c : Fin 2 → ℂ) :
    oneBlock g g κ *ᵥ c = ![-ε, 0] ↔
      c 0 = -(2 * Complex.I * ε) / κ ∧ c 1 = -c 0 := by
  have hg' : (g : ℂ) ≠ 0 := Complex.ofReal_ne_zero.2 hg.ne'
  have hκ' : (κ : ℂ) ≠ 0 := Complex.ofReal_ne_zero.2 hκ.ne'
  rw [oneBlock, mulVec_two, eq_div_iff hκ']
  constructor
  · rintro ⟨h0, h1⟩
    refine ⟨?_, mul_left_cancel₀ hg' ?_⟩
    · linear_combination 2 * Complex.I * (h0 - h1) + κ * c 0 * Complex.I_sq
    · linear_combination h1
  · rintro ⟨k0, k1⟩
    constructor
    · linear_combination -(Complex.I / 2) * k0 + g * k1 + ε * Complex.I_sq
    · linear_combination g * k1
```

## Two excitations: a determinant that stays away from zero

Let $D$ be the determinant of the two-excitation block at $\Delta=g$. Then

$$D=(2g-i\kappa)(2g-\tfrac{i\kappa}{2})-2g^2=2g^2-\tfrac{\kappa^2}{2}-3ig\kappa .$$

```lean
/-- Determinant of the two-excitation block at detuning `g`, split into real and
imaginary parts. -/
theorem twoBlock_det (g κ : ℝ) :
    (twoBlock g g κ).det =
      ((2 * g ^ 2 - κ ^ 2 / 2 : ℝ) : ℂ) + ((-(3 * g * κ) : ℝ) : ℂ) * Complex.I := by
  have hs : ((√2 : ℝ) : ℂ) ^ 2 = 2 := by
    rw [← Complex.ofReal_pow, Real.sq_sqrt (by norm_num)]
    norm_num
  rw [twoBlock, Matrix.det_fin_two_of]
  push_cast
  linear_combination -(g : ℂ) ^ 2 * hs + (κ : ℂ) ^ 2 / 2 * Complex.I_sq
```

Its squared modulus, `Complex.normSq` in Lean, is

$$|D|^2=\left(2g^2-\tfrac{\kappa^2}{2}\right)^2+9g^2\kappa^2=4g^4+7g^2\kappa^2+\tfrac{\kappa^4}{4}.$$

```lean
/-- Squared modulus of the two-excitation determinant at detuning `g`. -/
theorem normSq_twoBlock_det (g κ : ℝ) :
    Complex.normSq (twoBlock g g κ).det = 4 * g ^ 4 + 7 * g ^ 2 * κ ^ 2 + κ ^ 4 / 4 := by
  rw [twoBlock_det, Complex.normSq_add_mul_I]
  ring
```

This is positive for $g>0$, so the two-excitation system has exactly one solution. With $c_1=-c_0$ its right-hand side is $(-\sqrt2\,\varepsilon c_0,\ \varepsilon c_0)$, and Cramer's rule gives

$$D d_0=-\sqrt2\,\varepsilon c_0(2g-\tfrac{i\kappa}{2})-\sqrt2\,g\varepsilon c_0=-\sqrt2\,\varepsilon c_0\left(3g-\tfrac{i\kappa}{2}\right),$$

$$D d_1=(2g-i\kappa)\varepsilon c_0+2g\varepsilon c_0=\varepsilon c_0(4g-i\kappa).$$

The forward half of the proof is this elimination. The backward half substitutes the amplitudes into the original equations, multiplied by $D$, and then cancels $D\neq0$. Together with the one-excitation result, this determines the pair $(c,d)$ completely.

```lean
/-- With opposite one-excitation amplitudes, the two-excitation amplitudes at detuning `g` are fixed
uniquely by `ε` and the one-photon amplitude `c 0`. -/
theorem two_excitation_iff {g κ : ℝ} (hg : 0 < g) (ε : ℂ)
    (c d : Fin 2 → ℂ) (hc : c 1 = -c 0) :
    twoBlock g g κ *ᵥ d = ![-ε * (((√2 : ℝ) : ℂ) * c 0), -ε * c 1] ↔
      d 0 = -(((√2 : ℝ) : ℂ) * ε * c 0 * (3 * g - Complex.I * κ / 2)) /
        (twoBlock g g κ).det ∧
      d 1 = ε * c 0 * (4 * g - Complex.I * κ) / (twoBlock g g κ).det := by
  have hs : ((√2 : ℝ) : ℂ) ^ 2 = 2 := by
    rw [← Complex.ofReal_pow, Real.sq_sqrt (by norm_num)]
    norm_num
  have hD : (twoBlock g g κ).det ≠ 0 := by
    rw [← Complex.normSq_pos, normSq_twoBlock_det]
    positivity
  have hDe : (twoBlock g g κ).det
      = 2 * (g : ℂ) ^ 2 - (κ : ℂ) ^ 2 / 2 - 3 * g * κ * Complex.I := by
    rw [twoBlock_det]
    push_cast
    ring
  rw [eq_div_iff hD, eq_div_iff hD, hDe, twoBlock, mulVec_two, hc]
  rw [hDe] at hD
  constructor
  · -- Cramer's rule
    rintro ⟨e0, e1⟩
    constructor
    · linear_combination (2 * (g : ℂ) - Complex.I * κ / 2) * e0 - ((√2 : ℝ) : ℂ) * g * e1
        + (g : ℂ) ^ 2 * d 0 * hs - (κ : ℂ) ^ 2 / 2 * d 0 * Complex.I_sq
    · linear_combination (2 * (g : ℂ) - Complex.I * κ) * e1 - ((√2 : ℝ) : ℂ) * g * e0
        + ((g : ℂ) ^ 2 * d 1 + g * ε * c 0) * hs - (κ : ℂ) ^ 2 / 2 * d 1 * Complex.I_sq
  · -- substitution back into the equations, multiplied by the determinant
    rintro ⟨h0, h1⟩
    constructor <;> apply mul_left_cancel₀ hD
    · linear_combination (2 * (g : ℂ) - Complex.I * κ) * h0 + ((√2 : ℝ) : ℂ) * g * h1
        - (κ : ℂ) ^ 2 / 2 * ((√2 : ℝ) : ℂ) * ε * c 0 * Complex.I_sq
    · linear_combination ((√2 : ℝ) : ℂ) * g * h0 + (2 * (g : ℂ) - Complex.I * κ / 2) * h1
        - ε * c 0 * g * (3 * g - Complex.I * κ / 2) * hs
        + (κ : ℂ) ^ 2 / 2 * ε * c 0 * Complex.I_sq
```

## The correlation and its bound

Taking squared moduli of $\kappa c_0=-2i\varepsilon$ and of the equation for $Dd_0$ gives

$$\kappa^2|c_0|^2=4|\varepsilon|^2,\qquad |D|^2|d_0|^2=2|\varepsilon|^2|c_0|^2\left(9g^2+\tfrac{\kappa^2}{4}\right).$$

Since $\varepsilon\ne0$, also $c_0\neq0$, and the drive cancels:

$$g^{(2)}(0)=\frac{2|d_0|^2}{|c_0|^4}=\frac{\kappa^2\left(9g^2+\kappa^2/4\right)}{|D|^2}=\frac{\kappa^2(36g^2+\kappa^2)}{16g^4+28g^2\kappa^2+\kappa^4}.$$

For the bound, divide by $\kappa^2$ and cross-multiply. The claim becomes $4g^2(36g^2+\kappa^2)<9(16g^4+28g^2\kappa^2+\kappa^4)$. The right side exceeds the left by $248g^2\kappa^2+9\kappa^4>0$.

In words, the theorem says: for real $g,\kappa>0$, any nonzero complex $\varepsilon$, and any amplitudes that satisfy the stationary equations at $\Delta=g$, the correlation has this closed form and lies strictly below $\tfrac94(\kappa/g)^2$. In the proof, `hC` and `hP` are the two squared-modulus equations, `key` is the closed form, and `nlinarith` finishes the inequality from the positivity of $g^2\kappa^4$ and $\kappa^6$.

```lean
/-- Photon correlation under weak drive at detuning `g`: its closed form in `g` and `κ`,
and the upper bound `(9/4)(κ/g)²`. -/
theorem polariton_blockade {g κ : ℝ} (hg : 0 < g) (hκ : 0 < κ) {ε : ℂ} (hε : ε ≠ 0)
    {c d : Fin 2 → ℂ} (h : IsSteady g g κ ε c d) :
    photonCorrelation c d =
        κ ^ 2 * (36 * g ^ 2 + κ ^ 2) / (16 * g ^ 4 + 28 * g ^ 2 * κ ^ 2 + κ ^ 4) ∧
      photonCorrelation c d < 9 / 4 * (κ / g) ^ 2 := by
  obtain ⟨k0, k1⟩ := (one_excitation_iff hg hκ ε c).1 h.one
  obtain ⟨m0, -⟩ := (two_excitation_iff hg ε c d k1).1 h.two
  have hκ' : (κ : ℂ) ≠ 0 := Complex.ofReal_ne_zero.2 hκ.ne'
  have hD : (twoBlock g g κ).det ≠ 0 := by
    rw [← Complex.normSq_pos, normSq_twoBlock_det]
    positivity
  rw [eq_div_iff hκ'] at k0
  rw [eq_div_iff hD] at m0
  have n2 : Complex.normSq 2 = 4 := by norm_num [Complex.normSq_apply]
  have ns : Complex.normSq ((√2 : ℝ) : ℂ) = 2 := by
    rw [Complex.normSq_ofReal, Real.mul_self_sqrt (by norm_num)]
  have nR : Complex.normSq (3 * (g : ℂ) - Complex.I * κ / 2) = 9 * g ^ 2 + κ ^ 2 / 4 := by
    have e : 3 * (g : ℂ) - Complex.I * κ / 2
        = ((3 * g : ℝ) : ℂ) + ((-(κ / 2) : ℝ) : ℂ) * Complex.I := by
      push_cast
      ring
    rw [e, Complex.normSq_add_mul_I]
    ring
  -- squared moduli of the two amplitudes
  have hC := congrArg Complex.normSq k0
  rw [Complex.normSq_neg, Complex.normSq_mul, Complex.normSq_mul, Complex.normSq_mul,
    Complex.normSq_ofReal, n2, Complex.normSq_I] at hC
  have hP := congrArg Complex.normSq m0
  rw [Complex.normSq_neg, Complex.normSq_mul, Complex.normSq_mul, Complex.normSq_mul,
    Complex.normSq_mul, normSq_twoBlock_det, ns, nR] at hP
  have hE : 0 < Complex.normSq ε := Complex.normSq_pos.2 hε
  have hC0 : Complex.normSq (c 0) ≠ 0 := by
    intro h0
    rw [h0] at hC
    linarith
  have hQ : 0 < 16 * g ^ 4 + 28 * g ^ 2 * κ ^ 2 + κ ^ 4 := by positivity
  have key : photonCorrelation c d =
      κ ^ 2 * (36 * g ^ 2 + κ ^ 2) / (16 * g ^ 4 + 28 * g ^ 2 * κ ^ 2 + κ ^ 4) := by
    have e4 : ‖c 0‖ ^ 4 = Complex.normSq (c 0) ^ 2 := by
      rw [← Complex.sq_norm]
      ring
    rw [photonCorrelation, e4, Complex.sq_norm, div_eq_div_iff (pow_ne_zero 2 hC0) hQ.ne']
    linear_combination 8 * hP
      - 4 * Complex.normSq (c 0) * (9 * g ^ 2 + κ ^ 2 / 4) * hC
  refine ⟨key, ?_⟩
  rw [key, div_pow, div_mul_div_comm, div_lt_div_iff₀ hQ (by positivity)]
  have p1 : 0 < g ^ 2 * κ ^ 4 := by positivity
  have p2 : 0 < κ ^ 6 := by positivity
  nlinarith [p1, p2]
```

For a single emitter without decay or dephasing, at the frequency of one lossy mode that is itself driven weakly at $\Delta=g$, the closed form gives a leading-order reference value for steady-state simulations in a truncated photon space.

## When the light is antibunched

Here the light is called antibunched when $g^{(2)}(0)<1$. By the closed form, this condition reads

$$36g^2\kappa^2+\kappa^4<16g^4+28g^2\kappa^2+\kappa^4 .$$

The quartic terms in $\kappa$ cancel, leaving $8g^2\kappa^2<16g^4$, that is, $\kappa^2<2g^2$. Resonance with the polariton is thus not enough for antibunching in this model; the loss must also be below $\sqrt2\,g$. Both directions of the Lean proof multiply the comparison of $\kappa^2$ with $2g^2$ by $g^2$.

```lean
/-- The photon correlation at detuning `g` is below one exactly when `κ² < 2g²`. -/
theorem antibunching_iff {g κ : ℝ} (hg : 0 < g) (hκ : 0 < κ) {ε : ℂ} (hε : ε ≠ 0)
    {c d : Fin 2 → ℂ} (h : IsSteady g g κ ε c d) :
    photonCorrelation c d < 1 ↔ κ ^ 2 < 2 * g ^ 2 := by
  have hg2 : 0 < g ^ 2 := by positivity
  rw [(polariton_blockade hg hκ hε h).1, div_lt_one (by positivity)]
  constructor
  · intro h1
    by_contra h2
    nlinarith [mul_le_mul_of_nonneg_left (not_lt.1 h2) hg2.le]
  · intro h1
    nlinarith [mul_lt_mul_of_pos_left h1 hg2]
```

## The constant $9/4$ is sharp

Multiplying the closed form by $(g/\kappa)^2$ removes the factor $\kappa^2$:

$$g^{(2)}(0)\left(\frac g\kappa\right)^2=\frac{g^2(36g^2+\kappa^2)}{16g^4+28g^2\kappa^2+\kappa^4}\longrightarrow\frac{36}{16}=\frac94\qquad(\kappa\to0^+).$$

No smaller constant would serve in the bound for all $\kappa>0$. In Lean, `c` and `d` are now families indexed by $\kappa$, and `𝓝[>] 0` is the approach to zero from above. The proof uses continuity of the rational function at $\kappa=0$ and its agreement with the correlation for $\kappa>0$.

The theorem holds $\varepsilon$ fixed, which is harmless because the leading-order ratio doesn't depend on it. Physically, the weak-drive limit comes first: as $\kappa$ shrinks, the drive must shrink too, to keep $|\varepsilon|\ll\kappa$.

```lean
/-- As the cavity loss tends to zero at fixed coupling, the photon correlation times
`(g/κ)²` tends to `9/4`. -/
theorem blockade_constant_sharp {g : ℝ} (hg : 0 < g) {ε : ℂ} (hε : ε ≠ 0)
    {c d : ℝ → Fin 2 → ℂ} (h : ∀ κ, 0 < κ → IsSteady g g κ ε (c κ) (d κ)) :
    Tendsto (fun κ => photonCorrelation (c κ) (d κ) * (g / κ) ^ 2) (𝓝[>] 0)
      (𝓝 (9 / 4)) := by
  have hF : ContinuousAt (fun κ : ℝ => g ^ 2 * (36 * g ^ 2 + κ ^ 2) /
      (16 * g ^ 4 + 28 * g ^ 2 * κ ^ 2 + κ ^ 4)) 0 := by
    apply ContinuousAt.div (by fun_prop) (by fun_prop)
    positivity
  have h0 : g ^ 2 * (36 * g ^ 2 + (0 : ℝ) ^ 2) /
      (16 * g ^ 4 + 28 * g ^ 2 * (0 : ℝ) ^ 2 + (0 : ℝ) ^ 4) = 9 / 4 := by
    rw [div_eq_iff (by positivity)]
    ring
  have hT : Tendsto (fun κ : ℝ => g ^ 2 * (36 * g ^ 2 + κ ^ 2) /
      (16 * g ^ 4 + 28 * g ^ 2 * κ ^ 2 + κ ^ 4)) (𝓝 0) (𝓝 (9 / 4)) := by
    rw [← h0]
    exact hF
  refine (hT.mono_left nhdsWithin_le_nhds).congr' ?_
  filter_upwards [self_mem_nhdsWithin] with κ hκ
  have hκ' : 0 < κ := hκ
  rw [(polariton_blockade hg hκ' hε (h κ hκ')).1, div_pow, div_mul_div_comm,
    div_eq_div_iff (by positivity) (by positivity)]
  ring

end

end PolaritonBlockade
```

```lean
#print axioms PolaritonBlockade.polariton_resonance
-- 'PolaritonBlockade.polariton_resonance' depends on axioms: [propext, Classical.choice, Quot.sound]
#print axioms PolaritonBlockade.antibunching_iff
-- 'PolaritonBlockade.antibunching_iff' depends on axioms: [propext, Classical.choice, Quot.sound]
#print axioms PolaritonBlockade.blockade_constant_sharp
-- 'PolaritonBlockade.blockade_constant_sharp' depends on axioms: [propext, Classical.choice, Quot.sound]
```

## Atomic decay and the other polariton

The model could also have included decay of the atom at a rate $\gamma>0$, through an extra $-i\gamma/2$ in the diagonal entries for $|0,\uparrow\rangle$ and $|1,\uparrow\rangle$. The second one-excitation equation would then give $c_1=-\dfrac{g}{g-i\gamma/2}\,c_0$. The amplitudes would no longer be exactly opposite, and the closed form would have to be recomputed with $\gamma$ in it.

The same argument treats the other polariton, at $\Delta=-g$. Reversing the signs of $c_1$ and $d_1$ replaces the coupling $g$ by $-g$, so the equations take the form solved above with $-g$ in place of $g$. The algebra needs only a nonzero coupling and the closed form is even in $g$, so the correlation is the same, now with $c_1=c_0$.
